# The DFP update: least weighted change of a Hessian approximation among symmetric secant updates

## Revising the Hessian after a geometry step

A quasi-Newton geometry optimisation carries an approximate Hessian and revises it after a step, using the gradients at the two ends. Let the geometry be described by independent internal coordinates, such as bond lengths and angles. Let $s$ be the change of these coordinates, $y$ the change of the energy gradient, and $B$ the old, symmetric approximation. The new matrix $C$ should be symmetric and reproduce the observed change, $Cs=y$. This is the secant equation. With more than one coordinate it leaves $C$ undetermined, so a rule is needed to choose among the candidates.

The Davidon–Fletcher–Powell (DFP) update chooses

$$B_+=(1-\rho\,ys^T)\,B\,(1-\rho\,sy^T)+\rho\,yy^T,\qquad \rho=\frac1{y^Ts}.$$

Many textbooks write DFP as an update of the inverse Hessian; here it acts on the Hessian itself.

The energy surface supplies a natural scale for the change. If the energy is twice continuously differentiable, with Hessian $H$, and the step starts at $x$, then

$$y=As,\qquad A=\int_0^1 H(x+ts)\,dt .$$

This averaged Hessian is positive definite if $H$ is so along the whole segment, as it is when the segment stays close enough to a minimum whose own Hessian is positive definite. For an isolated molecule in Cartesian coordinates, the averaged Hessian is never positive definite: a translation costs no energy, so $H$ and $A$ have a zero eigenvalue. A change $E$ of the Hessian is measured by

$$q_A(E)=\operatorname{tr}(A^{-1}EA^{-1}E),$$

which compares it with the curvature $A$. The value is unaffected by a linear change of coordinates, so the units chosen for lengths and angles do not matter.

## What is minimised, and over which matrices

Let $B$ be symmetric, $A$ positive definite, $s\neq0$ and $As=y$. Then $y^Ts>0$, and $B_+$ is the unique minimiser of $q_A(C-B)$ over symmetric $C$ with $Cs=y$. This is `dfp_least_change`. A second theorem, `dfp_closer`, says that if $Bs\neq y$, then $q_A(A-B_+)<q_A(A-B)$: the update is strictly closer to $A$ than the old matrix was.

In Lean, the coordinates are labelled by a finite type `n`, and matrices and vectors have real entries. The formula for $B_+$ is `dfp B s y`, and $q_A(E)$ is `weightedSq A E`, a squared norm on symmetric matrices. The expression `vecMulVec a b` is the outer product $ab^T$, `y ⬝ᵥ s` is $y^Ts$, and `A *ᵥ s` is $As$. The hypothesis `A.PosDef` includes the symmetry of $A$, while `B.IsSymm` asks only for symmetry, so $B$ may have negative eigenvalues.

The Lean matrix $A$ is any positive definite matrix with $As=y$. Identifying it with the averaged Hessian of a molecule is the step left to the user, and it requires that average to be positive definite. For electronic structure, the result thus describes a single Hessian update on a Born–Oppenheimer surface, in finitely many coordinates and under this curvature condition. It says nothing about convergence of the optimisation.

## Orthogonality gives the minimum

**The denominator.** Since $A$ is positive definite and $s\ne0$, $y^Ts=s^TAs>0$.

**The secant equation.** The right-hand factor annihilates the step, $(1-\rho\,sy^T)s=s-s=0$, and the last term gives $\rho\,y(y^Ts)=y$. Hence $B_+s=y$.

**The form of the correction.** Because $B$ is symmetric, $s^TB=(Bs)^T$. Multiplying out,

$$B_+-B=-\rho\,y(Bs)^T-\rho\,(Bs)y^T+(\rho+\rho^2s^TBs)\,yy^T .$$

Sharing the last term equally between two outer products gives

$$B_+-B=yu^T+uy^T,\qquad u=-\rho\,Bs+\tfrac12(\rho+\rho^2s^TBs)\,y .$$

In particular, $B_+$ is symmetric.

**Positivity of the measure.** Factor $A^{-1}=M^TM$ and set $N=MEM^T$ for symmetric $E$. Then $N$ is symmetric, and cyclicity of the trace gives

$$q_A(E)=\operatorname{tr}(N^2)=\sum_{ij}N_{ij}^2 .$$

Since $M$ is invertible, this vanishes only for $E=0$.

**Orthogonality.** Let $C$ be an admissible matrix, and put $D=C-B_+$ and $E=B_+-B$. Both are symmetric, and $Ds=y-y=0$. Expanding and using cyclicity,

$$q_A(D+E)=q_A(D)+q_A(E)+2\operatorname{tr}(PE),\qquad P=A^{-1}DA^{-1}.$$

The matrix $P$ is symmetric, and $A^{-1}y=s$ gives $Py=A^{-1}Ds=0$. Therefore

$$\operatorname{tr}(PE)=u^TPy+y^TPu=2\,u^TPy=0,$$

and what remains is a Pythagorean identity:

$$q_A(C-B)=q_A(C-B_+)+q_A(B_+-B).$$

The first term on the right is non-negative and vanishes only for $C=B_+$, which gives minimality and uniqueness. Since $A$ is itself admissible, we may also set $C=A$. If $Bs\ne y$, then $B_+\ne B$, the last term is positive, and $B_+$ is strictly closer to $A$.

## One update with numbers

In a simple quasi-Newton cycle with positive definite $B$, the program solves $Bp=-g$ for a trial displacement $p$, where $g$ is the current gradient, and shortens $p$ if necessary to obtain $s$. A new electronic-structure calculation gives the gradient at the displaced geometry, and subtraction gives $y$. If $y^Ts>0$, then $B_+$ is again positive definite, and the program can use it in the next cycle. The formula needs only $B$, $s$ and $y$; the matrix $A$ is never computed.

Take two coordinates in scaled units, with

$$B=\begin{pmatrix}1&0\\0&1\end{pmatrix},\quad s=\begin{pmatrix}1\\0\end{pmatrix},\quad y=\begin{pmatrix}2\\1\end{pmatrix}.$$

Symmetry and the secant equation fix all but one entry of $C$, and DFP supplies the last:

$$C=\begin{pmatrix}2&1\\1&c\end{pmatrix},\qquad B_+=\begin{pmatrix}2&1\\1&\tfrac74\end{pmatrix}.$$

The possible weights are the matrices $A$ of the same form with lower right entry $a>\tfrac12$, and

$$q_A(C-B)=\frac{(a-1)^2+2(a-c+1)+(2c-3)^2}{(2a-1)^2}.$$

Its minimum over $c$ is at $c=\tfrac74$ for every such $a$. The unmeasured curvature $a$ affects the size of the change, but not the choice of update.

## The Lean source

```lean
import Mathlib

open Matrix
open scoped MatrixOrder

namespace DFPLeastChange

noncomputable section

variable {n : Type*} [Fintype n] [DecidableEq n]

/-- The DFP update of the Hessian approximation `B` for a step `s` and a gradient change `y`,
defined for `yᵀ s ≠ 0`. -/
def dfp (B : Matrix n n ℝ) (s y : n → ℝ) : Matrix n n ℝ :=
  (1 - (y ⬝ᵥ s)⁻¹ • vecMulVec y s) * B * (1 - (y ⬝ᵥ s)⁻¹ • vecMulVec s y)
    + (y ⬝ᵥ s)⁻¹ • vecMulVec y y

/-- The quantity `tr(A⁻¹ E A⁻¹ E)` for an invertible matrix `A`. If `A` is positive definite and `E`
is symmetric, it is the squared size of the change `E`, weighted by `A`. -/
def weightedSq (A E : Matrix n n ℝ) : ℝ := trace (A⁻¹ * E * A⁻¹ * E)

/-- The vector `u` from which the DFP correction `y uᵀ + u yᵀ` is built, defined for
`yᵀ s ≠ 0`. -/
def dfpVector (B : Matrix n n ℝ) (s y : n → ℝ) : n → ℝ :=
  (-(y ⬝ᵥ s)⁻¹) • (B *ᵥ s)
    + (((y ⬝ᵥ s)⁻¹ + (y ⬝ᵥ s)⁻¹ * (y ⬝ᵥ s)⁻¹ * ((B *ᵥ s) ⬝ᵥ s)) / 2) • y

omit [DecidableEq n] in
/-- The square of a nonzero real symmetric matrix has positive trace. -/
theorem trace_sq_pos {N : Matrix n n ℝ} (hN : N.IsSymm) (h0 : N ≠ 0) :
    0 < trace (N * N) := by
  have h : trace (N * N) = ∑ i, ∑ j, N i j ^ 2 := by
    simp only [Matrix.trace, Matrix.diag_apply, Matrix.mul_apply]
    refine Finset.sum_congr rfl fun i _ => Finset.sum_congr rfl fun j _ => ?_
    rw [hN.apply i j, sq]
  obtain ⟨i, j, hij⟩ : ∃ i j, N i j ≠ 0 := by
    by_contra! hz
    exact h0 (Matrix.ext hz)
  rw [h]
  exact Finset.sum_pos' (fun i _ => Finset.sum_nonneg fun j _ => sq_nonneg _)
    ⟨i, Finset.mem_univ i, Finset.sum_pos' (fun j _ => sq_nonneg _)
      ⟨j, Finset.mem_univ j, by positivity⟩⟩

/-- For positive definite `A`, every nonzero symmetric change of the Hessian has positive
weighted size. -/
theorem weightedSq_pos {A E : Matrix n n ℝ} (hA : A.PosDef) (hE : E.IsSymm) (h0 : E ≠ 0) :
    0 < weightedSq A E := by
  have hdet : IsUnit A.det := hA.det_pos.ne'.isUnit
  -- factor the weight as `A⁻¹ = Mᵀ M`
  obtain ⟨M, hM⟩ : ∃ M : Matrix n n ℝ, A⁻¹ = Mᵀ * M := by
    obtain ⟨M, hM⟩ := CStarAlgebra.nonneg_iff_eq_star_mul_self.mp
      (Matrix.nonneg_iff_posSemidef.mpr hA.inv.posSemidef)
    exact ⟨M, by
      rw [hM, Matrix.star_eq_conjTranspose, Matrix.conjTranspose_eq_transpose_of_trivial]⟩
  have hN : (M * E * Mᵀ).IsSymm := by
    unfold Matrix.IsSymm
    rw [Matrix.transpose_mul, Matrix.transpose_mul, Matrix.transpose_transpose, hE.eq,
      Matrix.mul_assoc]
  have hN0 : M * E * Mᵀ ≠ 0 := by
    intro h
    apply h0
    calc E = A * A⁻¹ * E * (A⁻¹ * A) := by
          rw [Matrix.mul_nonsing_inv _ hdet, Matrix.nonsing_inv_mul _ hdet,
            Matrix.one_mul, Matrix.mul_one]
      _ = A * (Mᵀ * (M * E * Mᵀ) * M) * A := by
          rw [hM]; simp only [Matrix.mul_assoc]
      _ = 0 := by rw [h]; simp
  have key : weightedSq A E = trace ((M * E * Mᵀ) * (M * E * Mᵀ)) := by
    calc weightedSq A E = trace (Mᵀ * (M * E * Mᵀ * M * E)) := by
          rw [weightedSq, hM]; simp only [Matrix.mul_assoc]
      _ = _ := by
          rw [Matrix.trace_mul_comm]; simp only [Matrix.mul_assoc]
  rw [key]
  exact trace_sq_pos hN hN0

/-- For symmetric `B` and `yᵀ s ≠ 0`, the DFP update adds to `B` the symmetric correction
`y uᵀ + u yᵀ`. -/
theorem dfp_eq_add {B : Matrix n n ℝ} (hB : B.IsSymm) (s y : n → ℝ) :
    dfp B s y = B + (vecMulVec y (dfpVector B s y) + vecMulVec (dfpVector B s y) y) := by
  have h1 : vecMulVec y s * B = vecMulVec y (B *ᵥ s) := by
    rw [Matrix.vecMulVec_mul, ← Matrix.mulVec_transpose, hB.eq]
  have h2 : B * vecMulVec s y = vecMulVec (B *ᵥ s) y := Matrix.mul_vecMulVec _ _ _
  have h3 : vecMulVec y s * B * vecMulVec s y = ((B *ᵥ s) ⬝ᵥ s) • vecMulVec y y := by
    rw [h1]
    ext i j
    simp only [Matrix.mul_apply, Matrix.vecMulVec_apply, Matrix.smul_apply, smul_eq_mul,
      dotProduct, Finset.sum_mul]
    exact Finset.sum_congr rfl fun k _ => by ring
  have h4 (r : ℝ) (K L : Matrix n n ℝ) : (1 - r • K) * B * (1 - r • L)
      = B - r • (K * B) - r • (B * L) + (r * r) • (K * B * L) := by
    simp only [sub_mul, mul_sub, one_mul, mul_one, smul_mul_assoc, mul_smul_comm]
    module
  rw [dfp, h4, h3, h1, h2, dfpVector]
  ext i j
  simp only [Matrix.add_apply, Matrix.sub_apply, Matrix.smul_apply, Matrix.vecMulVec_apply,
    Pi.add_apply, Pi.smul_apply, smul_eq_mul]
  ring

/-- If `yᵀ s ≠ 0`, the DFP update satisfies the secant equation: it maps `s` to `y`. -/
theorem dfp_secant (B : Matrix n n ℝ) {s y : n → ℝ} (h : y ⬝ᵥ s ≠ 0) :
    dfp B s y *ᵥ s = y := by
  have outer (a b : n → ℝ) : vecMulVec a b *ᵥ s = (b ⬝ᵥ s) • a := by
    ext i
    simp only [Matrix.mulVec, dotProduct, Matrix.vecMulVec_apply, Pi.smul_apply,
      smul_eq_mul, Finset.sum_mul]
    exact Finset.sum_congr rfl fun k _ => by ring
  -- the right-hand projector annihilates the step
  have h0 : (1 - (y ⬝ᵥ s)⁻¹ • vecMulVec s y) *ᵥ s = 0 := by
    rw [Matrix.sub_mulVec, Matrix.one_mulVec, Matrix.smul_mulVec, outer, smul_smul,
      inv_mul_cancel₀ h, one_smul, sub_self]
  rw [dfp, Matrix.add_mulVec, ← Matrix.mulVec_mulVec, h0, Matrix.mulVec_zero, zero_add,
    Matrix.smul_mulVec, outer, smul_smul, inv_mul_cancel₀ h, one_smul]

/-- For positive definite `A` with `A s = y`, a symmetric `D` with `D s = 0` is orthogonal to
every `y uᵀ + u yᵀ`: their weighted squared sizes add. -/
theorem weightedSq_add {A D : Matrix n n ℝ} {s y : n → ℝ} (hA : A.PosDef)
    (hAs : A *ᵥ s = y) (hD : D.IsSymm) (hDs : D *ᵥ s = 0) (u : n → ℝ) :
    weightedSq A (D + (vecMulVec y u + vecMulVec u y))
      = weightedSq A D + weightedSq A (vecMulVec y u + vecMulVec u y) := by
  have hdet : IsUnit A.det := hA.det_pos.ne'.isUnit
  have hAt : Aᵀ = A := by
    rw [← Matrix.conjTranspose_eq_transpose_of_trivial, hA.isHermitian.eq]
  have hW : (A⁻¹)ᵀ = A⁻¹ := by rw [Matrix.transpose_nonsing_inv, hAt]
  have hWy : A⁻¹ *ᵥ y = s := by
    rw [← hAs, Matrix.mulVec_mulVec, Matrix.nonsing_inv_mul _ hdet, Matrix.one_mulVec]
  -- `A⁻¹ D A⁻¹` is symmetric and annihilates `y`
  have hPy : (A⁻¹ * D * A⁻¹) *ᵥ y = 0 := by
    rw [← Matrix.mulVec_mulVec, hWy, ← Matrix.mulVec_mulVec, hDs, Matrix.mulVec_zero]
  have hPt : (A⁻¹ * D * A⁻¹)ᵀ = A⁻¹ * D * A⁻¹ := by
    rw [Matrix.transpose_mul, Matrix.transpose_mul, hW, hD.eq, Matrix.mul_assoc]
  have hcross : trace (A⁻¹ * D * A⁻¹ * (vecMulVec y u + vecMulVec u y)) = 0 := by
    rw [Matrix.mul_add, Matrix.trace_add, Matrix.mul_vecMulVec, hPy,
      Matrix.trace_mul_comm _ (vecMulVec u y), Matrix.vecMulVec_mul,
      ← Matrix.mulVec_transpose, hPt, hPy]
    simp [Matrix.trace]
  generalize vecMulVec y u + vecMulVec u y = E at hcross ⊢
  have hcomm : trace (A⁻¹ * E * A⁻¹ * D) = trace (A⁻¹ * D * A⁻¹ * E) := by
    rw [Matrix.mul_assoc (A⁻¹ * E), Matrix.trace_mul_comm, ← Matrix.mul_assoc]
  simp only [weightedSq, Matrix.mul_add, Matrix.add_mul, Matrix.trace_add]
  linear_combination 2 * hcross + hcomm

/-- Let `B` be symmetric, `A` positive definite, `A s = y` and `s ≠ 0`. Then `yᵀ s > 0`, the DFP
update is symmetric, and for every symmetric `C` with `C s = y` the weighted squared distance
from `B` to `C` is the sum of those from `B` to the update and from the update to `C`. -/
theorem dfp_pythagoras {A B : Matrix n n ℝ} {s y : n → ℝ} (hB : B.IsSymm) (hA : A.PosDef)
    (hs : s ≠ 0) (hAs : A *ᵥ s = y) :
    0 < y ⬝ᵥ s ∧ (dfp B s y).IsSymm ∧ ∀ C : Matrix n n ℝ, C.IsSymm → C *ᵥ s = y →
      weightedSq A (C - B) = weightedSq A (C - dfp B s y) + weightedSq A (dfp B s y - B) := by
  have hpos : 0 < y ⬝ᵥ s := by
    have h := hA.dotProduct_mulVec_pos hs
    rwa [hAs, star_trivial, dotProduct_comm] at h
  have hsym : (dfp B s y).IsSymm := by
    rw [dfp_eq_add hB]
    refine Matrix.IsSymm.ext fun i j => ?_
    simp only [Matrix.add_apply, Matrix.vecMulVec_apply, hB.apply i j]
    ring
  refine ⟨hpos, hsym, fun C hC hCs => ?_⟩
  have hDs : (C - dfp B s y) *ᵥ s = 0 := by
    rw [Matrix.sub_mulVec, hCs, dfp_secant B hpos.ne', sub_self]
  have hE : dfp B s y - B
      = vecMulVec y (dfpVector B s y) + vecMulVec (dfpVector B s y) y := by
    rw [dfp_eq_add hB, add_sub_cancel_left]
  have h := weightedSq_add hA hAs (hC.sub hsym) hDs (dfpVector B s y)
  rwa [← hE, sub_add_sub_cancel] at h

/-- Least-change property of DFP: for symmetric `B`, positive definite `A` with `A s = y`, and
`s ≠ 0`, one has `yᵀ s > 0`, and the DFP update is the unique minimiser of
`tr(A⁻¹ (C - B) A⁻¹ (C - B))` over the symmetric matrices `C` with `C s = y`. -/
theorem dfp_least_change {A B : Matrix n n ℝ} {s y : n → ℝ} (hB : B.IsSymm) (hA : A.PosDef)
    (hs : s ≠ 0) (hAs : A *ᵥ s = y) :
    0 < y ⬝ᵥ s ∧ (dfp B s y).IsSymm ∧ dfp B s y *ᵥ s = y ∧
      ∀ C : Matrix n n ℝ, C.IsSymm → C *ᵥ s = y →
        weightedSq A (dfp B s y - B) ≤ weightedSq A (C - B) ∧
        (weightedSq A (dfp B s y - B) = weightedSq A (C - B) ↔ C = dfp B s y) := by
  obtain ⟨hpos, hsym, hpyth⟩ := dfp_pythagoras hB hA hs hAs
  refine ⟨hpos, hsym, dfp_secant B hpos.ne', fun C hC hCs => ?_⟩
  rcases eq_or_ne C (dfp B s y) with h | h
  · rw [h]
    exact ⟨le_rfl, by simp⟩
  · have h1 := weightedSq_pos hA (hC.sub hsym) (sub_ne_zero.mpr h)
    have h2 := hpyth C hC hCs
    exact ⟨by linarith, fun e => by exfalso; linarith, fun e => absurd e h⟩

/-- If `B` is symmetric, `A` is positive definite with `A s = y`, and `B` violates the secant
equation, then the DFP update is strictly closer to `A` than `B` is, in the norm weighted
by `A`. -/
theorem dfp_closer {A B : Matrix n n ℝ} {s y : n → ℝ} (hB : B.IsSymm) (hA : A.PosDef)
    (hAs : A *ᵥ s = y) (hBs : B *ᵥ s ≠ y) :
    weightedSq A (A - dfp B s y) < weightedSq A (A - B) := by
  have hs : s ≠ 0 := by
    intro h
    apply hBs
    rw [← hAs, h, Matrix.mulVec_zero, Matrix.mulVec_zero]
  obtain ⟨hpos, hsym, hpyth⟩ := dfp_pythagoras hB hA hs hAs
  have hAt : A.IsSymm := by
    unfold Matrix.IsSymm
    rw [← Matrix.conjTranspose_eq_transpose_of_trivial, hA.isHermitian.eq]
  -- the update differs from `B`, since the update maps `s` to `y` and `B` does not
  have hne : dfp B s y ≠ B := by
    intro h
    apply hBs
    have h1 := dfp_secant B hpos.ne'
    rwa [h] at h1
  have h1 := weightedSq_pos hA (hsym.sub hB) (sub_ne_zero.mpr hne)
  have h2 := hpyth A hAt hAs
  linarith

end

end DFPLeastChange
```

```lean
#print axioms DFPLeastChange.dfp_least_change
-- 'DFPLeastChange.dfp_least_change' depends on axioms: [propext, Classical.choice, Quot.sound]
#print axioms DFPLeastChange.dfp_closer
-- 'DFPLeastChange.dfp_closer' depends on axioms: [propext, Classical.choice, Quot.sound]
```

## From the trace to the minimiser in Lean

`trace_sq_pos` rewrites $\operatorname{tr}(N^2)$ as the sum of squared entries, using symmetry to replace $N_{ji}$ by $N_{ij}$. A nonzero matrix has a nonzero entry, and two uses of `Finset.sum_pos'` turn that entry into a positive double sum.

`weightedSq_pos` obtains the factor $M$ from Mathlib's characterisation of non-negative elements of a C*-algebra. To show $N\neq0$, it recovers $E$ as $A\,M^TNM\,A$, so that $N=0$ would force $E=0$. The equation `key` is the cyclic rearrangement into $\operatorname{tr}(N^2)$.

`dfp_eq_add` establishes the form of the correction, with $u$ named `dfpVector B s y`. Its step `h4` multiplies out the two factors, while `h1`, `h2` and `h3` identify the resulting products as outer products. The coefficients are then compared entry by entry with `ring`. `dfp_secant` proves the secant equation; its `h0` says that the right-hand factor annihilates $s$.

`weightedSq_add` is the orthogonality argument. The facts `hPy` and `hPt` state $Py=0$ and $P^T=P$, and `hcross` concludes that $\operatorname{tr}(PE)=0$. Expanding the square produces two cross terms, which `hcomm` shows to be equal. The final `linear_combination` removes both.

`dfp_pythagoras` applies this to $D=C-B_+$, after deriving $y^Ts>0$ from positive definiteness and the symmetry of $B_+$ from the form of its correction. `dfp_least_change` then separates two cases. For $C=B_+$ the two distances are equal. Otherwise `weightedSq_pos` makes $q_A(C-B_+)$ positive, and `linarith` obtains the inequality and excludes equality.

`dfp_closer` needs no separate assumption $s\ne0$: if $s$ were zero, $Bs$ and $y=As$ would both vanish, contradicting $Bs\ne y$. It shows that $B_+\ne B$, because $B_+$ satisfies the secant equation and $B$ does not, and then uses the Pythagorean identity with $C=A$.
